# Orthonormal orbitals stay linearly independent under a column-wise PPCG step in which each keeps a nonzero component of itself

In its column-by-column form, the projected preconditioned conjugate gradient method (PPCG) improves each orbital separately, as a combination of the old orbital, a preconditioned residual and a search direction. The separate updates do not consult each other. If two of them produced parallel vectors, or one produced the zero vector, the new block would span too few dimensions. Its Gram matrix would be singular, and a Cholesky orthonormalisation of the block would break down.

If the old orbitals are orthonormal and all residuals and search directions are orthogonal to them, this is excluded, provided that no orbital loses its old component entirely. The argument is exact linear algebra for finite blocks. It does not involve the Hamiltonian, the rule that selects the coefficients, or rounding errors.

## Blocks of orbitals and their update

Let \(X\), \(W\) and \(P\) be \(n\times m\) matrices. The row index \(i\) labels basis functions or grid points, and the column index \(j\) labels orbitals. The columns \(x_j\), \(w_j\) and \(p_j\) are the old orbitals, the preconditioned residuals and the search directions. In Lean the index sets are finite types `n` and `m`, and the entries lie in `𝕜`, which is either the real or the complex numbers.

```lean
import Mathlib

open Matrix
open scoped ComplexOrder

namespace PPCGIndependence

noncomputable section

section Definitions

variable {𝕜 n m : Type*} [RCLike 𝕜]
```

Each orbital has three coefficients \(a_j\), \(b_j\), \(c_j\). The part of the update that comes from the new directions is the correction \(Z\), with columns

\[
z_j=b_jw_j+c_jp_j .
\]

```lean
/-- The correction block, with columns `b_j w_j + c_j p_j`. -/
def correction (W P : Matrix n m 𝕜) (b c : m → 𝕜) : Matrix n m 𝕜 :=
  Matrix.of fun i j => b j * W i j + c j * P i j
```

The updated block \(Y\) has columns

\[
y_j=a_jx_j+b_jw_j+c_jp_j=a_jx_j+z_j .
\]

The coefficients are arbitrary functions of \(j\). In a calculation they would come from a small minimisation for each orbital, but nothing below depends on that. The columns of \(Y\) are not normalised.

```lean
/-- The PPCG update, with columns `y_j = a_j x_j + b_j w_j + c_j p_j`. -/
def ppcgStep (X W P : Matrix n m 𝕜) (a b c : m → 𝕜) : Matrix n m 𝕜 :=
  Matrix.of fun i j => a j * X i j + b j * W i j + c j * P i j

end Definitions
```

## Projection supplies the orthogonality

Write \(X^\dagger\) for the conjugate transpose, `Xᴴ` in Lean; for real matrices it is the transpose. Three conditions are assumed throughout:

\[
X^\dagger X=1,\qquad X^\dagger W=0,\qquad X^\dagger P=0 .
\]

The first says that the old orbitals are orthonormal, and it forces \(m\le n\). The other two say that every residual and every search direction is orthogonal to every old orbital, not merely to its own. Within and between \(W\) and \(P\), no orthogonality is required. The inner product is the Euclidean one, so a generalised problem with a nontrivial overlap matrix is not covered unless it has first been transformed to an orthonormal basis.

The last two conditions can be secured by a projection. For any block \(R\), removing the components along \(X\) gives

\[
X^\dagger\bigl(R-XX^\dagger R\bigr)=X^\dagger R-(X^\dagger X)X^\dagger R=0 .
\]

The Lean proof distributes the product, regroups it and inserts `hX`, the hypothesis \(X^\dagger X=1\).

```lean
variable {𝕜 n m : Type*} [RCLike 𝕜] [Fintype n] [Fintype m] [DecidableEq m]
variable {X W P : Matrix n m 𝕜}

/-- Subtracting from a block `R` its components along orthonormal orbitals `X`
leaves a block orthogonal to `X`. -/
theorem projected_block_orthogonal (hX : Xᴴ * X = 1) (R : Matrix n m 𝕜) :
    Xᴴ * (R - X * (Xᴴ * R)) = 0 := by
  rw [Matrix.mul_sub, ← Matrix.mul_assoc, hX, Matrix.one_mul, sub_self]
```

## The correction is orthogonal to all old orbitals

Let \(D_a=\operatorname{diag}(a_j)\), and likewise \(D_b\) and \(D_c\). Multiplying a matrix by a diagonal matrix on the right scales its columns, so \(Z=WD_b+PD_c\) and

\[
X^\dagger Z=(X^\dagger W)D_b+(X^\dagger P)D_c=0 .
\]

In the proof, `h` is the factorisation of \(Z\), checked entry by entry; the rewrite then uses the two orthogonality hypotheses.

```lean
/-- If `W` and `P` are orthogonal to the orbitals `X`, so is the correction block. -/
theorem overlap_correction (hW : Xᴴ * W = 0) (hP : Xᴴ * P = 0) (b c : m → 𝕜) :
    Xᴴ * correction W P b c = 0 := by
  have h : correction W P b c = W * diagonal b + P * diagonal c := by
    ext i j
    simp only [correction, Matrix.of_apply, Matrix.add_apply, Matrix.mul_diagonal]
    ring
  rw [h, Matrix.mul_add, ← Matrix.mul_assoc, ← Matrix.mul_assoc, hW, hP,
    Matrix.zero_mul, Matrix.zero_mul, add_zero]
```

The same column scaling puts the whole update into matrix form,

\[
Y=XD_a+Z .
\]

```lean
omit [Fintype n] in
/-- The updated block is the rescaled old orbitals plus the correction. -/
theorem ppcgStep_eq (X W P : Matrix n m 𝕜) (a b c : m → 𝕜) :
    ppcgStep X W P a b c = X * diagonal a + correction W P b c := by
  ext i j
  simp only [ppcgStep, correction, Matrix.of_apply, Matrix.add_apply, Matrix.mul_diagonal]
  ring
```

## The Gram matrix splits into two parts

Expanding the overlaps of the new orbitals gives four terms:

\[
Y^\dagger Y=D_a^\dagger X^\dagger X D_a+D_a^\dagger X^\dagger Z+Z^\dagger X D_a+Z^\dagger Z .
\]

The second term vanishes because \(X^\dagger Z=0\), and the third because \(Z^\dagger X=(X^\dagger Z)^\dagger=0\). In the first, \(X^\dagger X=1\) and \(\bar a_ja_j=|a_j|^2\). Hence

\[
Y^\dagger Y=\operatorname{diag}(|a_j|^2)+Z^\dagger Z .
\]

The `calc` block contains this expansion. The facts `hZ` and `hZ'` remove the cross terms, and `hD` evaluates the product of the diagonal matrices. The expression `(‖a j‖ : 𝕜) ^ 2` is the real number \(|a_j|^2\) regarded as an element of `𝕜`; for real coefficients it is simply \(a_j^2\).

```lean
/-- The Gram matrix of the updated orbitals is `diag(|a_j|²)` plus the Gram matrix
of the correction. -/
theorem gram_ppcgStep (hX : Xᴴ * X = 1) (hW : Xᴴ * W = 0) (hP : Xᴴ * P = 0)
    (a b c : m → 𝕜) :
    (ppcgStep X W P a b c)ᴴ * ppcgStep X W P a b c =
      diagonal (fun j => (‖a j‖ : 𝕜) ^ 2) +
        (correction W P b c)ᴴ * correction W P b c := by
  have hZ := overlap_correction hW hP b c
  rw [ppcgStep_eq]
  generalize correction W P b c = Z at hZ ⊢
  have hZ' : Zᴴ * X = 0 := by
    have h := congrArg Matrix.conjTranspose hZ
    simpa [Matrix.conjTranspose_mul] using h
  have hD : diagonal (star a) * diagonal a = diagonal (fun j => (‖a j‖ : 𝕜) ^ 2) := by
    rw [Matrix.diagonal_mul_diagonal]
    congr 1
    funext j
    exact RCLike.conj_mul (a j)
  rw [Matrix.conjTranspose_add, Matrix.conjTranspose_mul, Matrix.diagonal_conjTranspose]
  -- expand the product; both cross terms vanish by orthogonality
  calc (diagonal (star a) * Xᴴ + Zᴴ) * (X * diagonal a + Z)
      = diagonal (star a) * (Xᴴ * X) * diagonal a + diagonal (star a) * (Xᴴ * Z)
          + (Zᴴ * X) * diagonal a + Zᴴ * Z := by
        simp only [Matrix.add_mul, Matrix.mul_add, Matrix.mul_assoc]
        abel
    _ = diagonal (fun j => (‖a j‖ : 𝕜) ^ 2) + Zᴴ * Z := by
        rw [hX, hZ, hZ', Matrix.mul_one, Matrix.mul_zero, Matrix.zero_mul,
          add_zero, add_zero, hD]
```

## Positivity and independence

Subtracting the diagonal part leaves \(Z^\dagger Z\). This matrix is Hermitian, and for every coefficient vector \(g\)

\[
g^\dagger Z^\dagger Zg=\|Zg\|^2\ge 0 .
\]

So \(Y^\dagger Y-\operatorname{diag}(|a_j|^2)\) is positive semidefinite, for any coefficients whatever.

For independence, take the overlap of the old block with the new one:

\[
X^\dagger Y=X^\dagger XD_a+X^\dagger Z=D_a .
\]

Thus \(a_j\) is the overlap of \(y_j\) with its predecessor \(x_j\), and \(y_j\) has no overlap with any other old orbital. Suppose now that \(\sum_j g_jy_j=0\), that is, \(Yg=0\). Then

\[
0=X^\dagger Yg=D_ag,\qquad\text{so}\qquad a_jg_j=0\ \text{for every } j .
\]

If every \(a_j\) is nonzero, every \(g_j\) is zero, and the columns of \(Y\) are linearly independent.

The theorem states both conclusions. `PosSemidef` expresses the first, including Hermiticity. In the second, `(ppcgStep X W P a b c).col` is the family of updated columns, and `LinearIndependent 𝕜` allows real or complex combinations according to `𝕜`. The condition `∀ j, a j ≠ 0` belongs to the second conclusion only. It is assumed, not derived from a minimisation, and it means that no new orbital is orthogonal to the one it replaces.

In the proof, `hov` is the diagonal overlap \(X^\dagger Y=D_a\), `hv` restates the vanishing combination as \(Yg=0\), and the last line cancels the nonzero \(a_j\).

```lean
/-- For orthonormal `X` and blocks `W`, `P` orthogonal to `X`, the Gram matrix of the PPCG
update dominates `diag(|a_j|²)`, and the updated orbitals are linearly independent
whenever every `a_j` is nonzero. -/
theorem ppcg_independence (hX : Xᴴ * X = 1) (hW : Xᴴ * W = 0) (hP : Xᴴ * P = 0)
    (a b c : m → 𝕜) :
    ((ppcgStep X W P a b c)ᴴ * ppcgStep X W P a b c -
      diagonal (fun j => (‖a j‖ : 𝕜) ^ 2)).PosSemidef ∧
    ((∀ j, a j ≠ 0) → LinearIndependent 𝕜 (ppcgStep X W P a b c).col) := by
  constructor
  · rw [gram_ppcgStep hX hW hP, add_sub_cancel_left]
    exact Matrix.posSemidef_conjTranspose_mul_self _
  · intro ha
    -- the overlap of old and new orbitals is diagonal
    have hov : Xᴴ * ppcgStep X W P a b c = diagonal a := by
      rw [ppcgStep_eq, Matrix.mul_add, ← Matrix.mul_assoc, hX, Matrix.one_mul,
        overlap_correction hW hP, add_zero]
    refine Fintype.linearIndependent_iff.2 fun g hg j => ?_
    have hv : ppcgStep X W P a b c *ᵥ g = 0 := by
      ext i
      have h := congrFun hg i
      simpa [Matrix.mulVec, dotProduct, Finset.sum_apply, mul_comm] using h
    have h : diagonal a *ᵥ g = 0 := by
      rw [← hov, ← Matrix.mulVec_mulVec, hv, Matrix.mulVec_zero]
    have hj := congrFun h j
    rw [Matrix.mulVec_diagonal, Pi.zero_apply] at hj
    exact (mul_eq_zero.1 hj).resolve_left (ha j)
```

## When the correction leaves the Gram matrix unchanged

The diagonal entries of \(Z^\dagger Z\) are the squared column norms \(\|z_j\|^2\). Therefore \(Z^\dagger Z=0\) forces \(Z=0\), and

\[
Y^\dagger Y=\operatorname{diag}(|a_j|^2)\iff Z=0 .
\]

A vanishing correction does not require \(b_j=c_j=0\), since the residual and search contributions may cancel.

```lean
/-- The Gram matrix equals `diag(|a_j|²)` exactly when the correction vanishes. -/
theorem gram_eq_diagonal_iff (hX : Xᴴ * X = 1) (hW : Xᴴ * W = 0) (hP : Xᴴ * P = 0)
    (a b c : m → 𝕜) :
    (ppcgStep X W P a b c)ᴴ * ppcgStep X W P a b c =
      diagonal (fun j => (‖a j‖ : 𝕜) ^ 2) ↔ correction W P b c = 0 := by
  rw [gram_ppcgStep hX hW hP, add_eq_left, Matrix.conjTranspose_mul_self_eq_zero]
```

## A lower bound on the singular values

Independence alone permits a block that is very close to singular. A uniform bound \(|a_j|\ge\alpha\ge0\) says more when \(\alpha>0\). Evaluating the Gram identity on a coefficient vector \(v\) gives

\[
\|Yv\|^2=\sum_j|a_j|^2|v_j|^2+\|Zv\|^2\ \ge\ \alpha^2\sum_j|v_j|^2 .
\]

For a nonempty block, this means that the smallest singular value of \(Y\) is at least \(\alpha\). In exact arithmetic, the size of the retained components therefore controls how near the Gram matrix can come to singularity before orthonormalisation. The condition number also depends on the largest singular value, which is not bounded here.

In Lean, `quad` identifies \(v^\dagger M^\dagger Mv\) with \(\|Mv\|^2\) for any \(M\), and `hd` evaluates the diagonal term. The resulting identity in `𝕜` is then read as one between real numbers. Finally, `hz` allows the correction term to be discarded and `hs` inserts the bound on \(|a_j|\).

```lean
/-- If `|a_j| ≥ α ≥ 0` for all `j`, the updated block maps every coefficient vector `v` to a vector
whose Euclidean norm is at least `α` times that of `v`. -/
theorem ppcg_lower_bound (hX : Xᴴ * X = 1) (hW : Xᴴ * W = 0) (hP : Xᴴ * P = 0)
    (a b c : m → 𝕜) {α : ℝ} (hα : 0 ≤ α) (ha : ∀ j, α ≤ ‖a j‖) (v : m → 𝕜) :
    α ^ 2 * ∑ j, ‖v j‖ ^ 2 ≤ ∑ i, ‖(ppcgStep X W P a b c *ᵥ v) i‖ ^ 2 := by
  have quad : ∀ M : Matrix n m 𝕜,
      star v ⬝ᵥ ((Mᴴ * M) *ᵥ v) = ((∑ i, ‖(M *ᵥ v) i‖ ^ 2 : ℝ) : 𝕜) := by
    intro M
    rw [← Matrix.mulVec_mulVec, Matrix.dotProduct_mulVec, ← Matrix.star_mulVec]
    push_cast
    exact Finset.sum_congr rfl fun i _ => RCLike.conj_mul _
  have hd : star v ⬝ᵥ (diagonal (fun j => (‖a j‖ : 𝕜) ^ 2) *ᵥ v) =
      ((∑ j, ‖a j‖ ^ 2 * ‖v j‖ ^ 2 : ℝ) : 𝕜) := by
    simp only [dotProduct, Matrix.mulVec_diagonal, Pi.star_apply]
    push_cast
    refine Finset.sum_congr rfl fun j _ => ?_
    have h := RCLike.conj_mul (v j)
    change (starRingEnd 𝕜) (v j) * ((‖a j‖ : 𝕜) ^ 2 * v j) = _
    linear_combination (‖a j‖ : 𝕜) ^ 2 * h
  -- evaluate the Gram identity on the coefficient vector
  have h := congrArg (fun M => star v ⬝ᵥ (M *ᵥ v)) (gram_ppcgStep hX hW hP a b c)
  simp only [Matrix.add_mulVec, dotProduct_add] at h
  rw [quad, quad, hd, ← RCLike.ofReal_add] at h
  have h' := RCLike.ofReal_injective h
  have hz : 0 ≤ ∑ i, ‖(correction W P b c *ᵥ v) i‖ ^ 2 :=
    Finset.sum_nonneg fun i _ => sq_nonneg _
  have hs : α ^ 2 * ∑ j, ‖v j‖ ^ 2 ≤ ∑ j, ‖a j‖ ^ 2 * ‖v j‖ ^ 2 := by
    rw [Finset.mul_sum]
    refine Finset.sum_le_sum fun j _ => ?_
    exact mul_le_mul_of_nonneg_right (pow_le_pow_left₀ hα (ha j) 2) (sq_nonneg _)
  linarith
```

## Mixing the old orbitals among themselves

Besides \(X^\dagger X=1\), the expansion uses only \(X^\dagger Z=0\), not the particular form of \(Z\), and it also tolerates a general \(m\times m\) matrix \(A\) in place of \(D_a\). For \(Y=XA+Z\) the same steps give

\[
Y^\dagger Y=A^\dagger A+Z^\dagger Z,\qquad X^\dagger Y=A ,
\]

so the new columns are independent whenever \(A\) is invertible. This includes updates in small groups of orbitals, for which \(A\) is block diagonal. The extension is argued here in prose only; the Lean theorems treat diagonal \(A\).

## Two orbitals in three dimensions

A small real example shows the identity at work. Columns are numbered from 0, as in Lean. The old orbitals are the first two unit vectors, \(x_0=(1,0,0)\) and \(x_1=(0,1,0)\).

```lean
/-- Two orthonormal orbitals in three dimensions. -/
def exX : Matrix (Fin 3) (Fin 2) ℝ := !![1, 0; 0, 1; 0, 0]
```

The space orthogonal to both is the third axis. Both residuals are \(w_0=w_1=(0,0,1)\).

```lean
/-- A residual block along the third axis. -/
def exW : Matrix (Fin 3) (Fin 2) ℝ := !![0, 0; 0, 0; 1, 1]
```

The search directions are \(p_0=(0,0,1)\) and \(p_1=(0,0,2)\).

```lean
/-- A block of search directions along the third axis. -/
def exP : Matrix (Fin 3) (Fin 2) ℝ := !![0, 0; 0, 0; 1, 2]
```

The three orthogonality conditions follow by inspecting the entries, which is also how Lean checks them. They are thus compatible with nonzero residuals and search directions.

```lean
/-- The blocks `exX`, `exW`, `exP` satisfy the orthogonality relations of the PPCG update. -/
theorem ppcg_witness : exXᴴ * exX = 1 ∧ exXᴴ * exW = 0 ∧ exXᴴ * exP = 0 := by
  refine ⟨?_, ?_, ?_⟩ <;> ext i j <;> fin_cases i <;> fin_cases j <;>
    simp [exX, exW, exP, Matrix.mul_apply, Fin.sum_univ_succ]
```

Take \(a=(1,\tfrac12)\), \(b=(1,1)\) and \(c=(1,0)\). Then \(y_0=(1,0,2)\) and \(y_1=(0,\tfrac12,1)\), and

\[
Y^\dagger Y=\begin{pmatrix}5&2\\2&\tfrac54\end{pmatrix}
=\begin{pmatrix}1&0\\0&\tfrac14\end{pmatrix}
+\begin{pmatrix}4&2\\2&1\end{pmatrix}.
\]

The last matrix has eigenvalues 0 and 5, so it is positive semidefinite but singular: both corrections lie along the same axis. The Gram matrix itself has determinant \(\tfrac94\), and the new orbitals are independent. For \(v=(1,-2)\) the corrections cancel, \(Yv=(1,-1,0)\), and \(\|Yv\|^2=2\). The lower bound with \(\alpha=\tfrac12\) gives \(\tfrac54\).

Now let one old component vanish: \(a=(1,0)\), \(b=(1,2)\), \(c=(1,-1)\). The second updated orbital is

\[
y_1=0\cdot x_1+2w_1-p_1=(0,0,2)-(0,0,2)=0 ,
\]

and a family that contains the zero vector is linearly dependent. The Lean proof finds the same zero column. These coefficients are chosen by hand to test the hypothesis; a minimisation of the energy over nonzero vectors would not select them. A vanishing \(a_j\) does not always have this effect: with \(b=(0,1)\) and \(c=(0,0)\) instead, the new orbitals would be \((1,0,0)\) and \((0,0,1)\), which are independent. The condition on the \(a_j\) is sufficient, not necessary.

```lean
/-- With `a = (1, 0)`, `b = (1, 2)`, `c = (1, -1)` the updated orbitals of this instance are
linearly dependent. -/
theorem dependent_of_one_zero_coefficient :
    ¬ LinearIndependent ℝ (ppcgStep exX exW exP ![1, 0] ![1, 2] ![1, -1]).col := by
  intro h
  -- the second updated column is zero
  apply h.ne_zero 1
  ext i
  fin_cases i <;> norm_num [ppcgStep, exX, exW, exP]

end

end PPCGIndependence
```

```lean
#print axioms PPCGIndependence.ppcg_independence
#print axioms PPCGIndependence.gram_eq_diagonal_iff
#print axioms PPCGIndependence.ppcg_lower_bound
#print axioms PPCGIndependence.dependent_of_one_zero_coefficient
```

```
'PPCGIndependence.ppcg_independence' depends on axioms: [propext, Classical.choice, Quot.sound]
'PPCGIndependence.gram_eq_diagonal_iff' depends on axioms: [propext, Classical.choice, Quot.sound]
'PPCGIndependence.ppcg_lower_bound' depends on axioms: [propext, Classical.choice, Quot.sound]
'PPCGIndependence.dependent_of_one_zero_coefficient' depends on axioms: [propext, Classical.choice, Quot.sound]
```
